# Spin-string coefficients of a bipartite resonating singlet state as products of two permanents

## Singlet bonds between two sublattices

Consider spin-½ sites on two sublattices \(A\) and \(B\), with \(n\) sites in each. Antiferromagnetic coupling between the sublattices favours singlet pairs with one partner in \(A\) and one in \(B\), and the sites can be paired in this way in \(n!\) ways. A resonating state superposes all these pairings. If \(S^z\) is then measured on every site, the outcome is a string of \(\alpha\) and \(\beta\) spins. What is the amplitude of a given string?

A pairing is a bijection \(\tau:A\to B\). Each bond carries the normalised singlet \((\alpha\beta-\beta\alpha)/\sqrt2\), with the \(A\) spin written first. Its amplitudes are

\[
s(\alpha,\beta)=\tfrac1{\sqrt2},\qquad s(\beta,\alpha)=-\tfrac1{\sqrt2},\qquad s(\alpha,\alpha)=s(\beta,\beta)=0 .
\]

With a complex bond amplitude \(h(i,j)\) for \(i\in A\), \(j\in B\), the amplitude of a string \(\sigma\) is

\[
\Psi(\sigma)=\sum_{\tau}\ \prod_{i\in A}h(i,\tau(i))\ \prod_{i\in A}s(\sigma_i,\sigma_{\tau(i)}) .
\]

Each singlet is normalised, but \(\Psi\) in general is not: the bond amplitudes \(h\) are arbitrary, and for \(n\ge2\) different pairings overlap. When \(\Psi\neq0\), the amplitude in the normalised state is \(\Psi(\sigma)/\lVert\Psi\rVert\).

## The coefficient of a string

Let \(U\subseteq A\) be the set of \(A\) sites with spin \(\alpha\), and \(W\subseteq B\) the set of \(B\) sites with spin \(\beta\). Every string is described by exactly one such pair. Write \(k=|U|\), and let \(U^c\) and \(W^c\) be the complements in \(A\) and \(B\). Then

\[
\Psi(U,W)=2^{-n/2}(-1)^{n-k}\,\operatorname{perm}(h|_{U,W})\,\operatorname{perm}(h|_{U^c,W^c}),
\]

where \(\operatorname{perm}\) is the sum, over bijections from rows to columns, of the products of entries. It is 1 for an empty array and 0 if the numbers of rows and columns differ.

This is `resonatingState_spinString`. The sublattices are finite types `A` and `B`, a site of the whole system is an element of `A ⊕ B`, and a string is a function to `Bool` with `true` for \(\alpha\). A state is represented by its amplitudes on strings. Since spins are labelled by site, no fermionic reordering signs enter. `spinString U W` is the string above; note that `W` lists the \(\beta\) sites of \(B\), not the \(\alpha\) sites. The factor \(2^{-n/2}\) appears as the \(n\)th power of \(1/\sqrt2\), with \(n\) given by `Fintype.card A`.

The theorem does not assume that the sublattices have equal size. If they differ, there are no pairings and both sides vanish.

The amplitudes \(h\) are given, and no Hamiltonian appears. That the ground state of a particular magnet has this form, with pairing weights that factorise over bonds, is a separate physical assumption.

For finite bipartite trial states with such product weights, the formula gives the amplitude needed when a variational Monte Carlo calculation samples \(S^z\) configurations. The permanents make this evaluation expensive for general \(h\) and large \(n\).

## From bonds to permanents

Fix \(U\), \(W\) and a pairing \(\tau\). The bond from \(i\) to \(\tau(i)\) falls into one of four cases:

- \(i\in U\) and \(\tau(i)\in W\): the spins are \(\alpha\beta\), with factor \(1/\sqrt2\).
- \(i\notin U\) and \(\tau(i)\notin W\): the spins are \(\beta\alpha\), with factor \(-1/\sqrt2\).
- \(i\in U\) and \(\tau(i)\notin W\): the spins are \(\alpha\alpha\), with factor 0.
- \(i\notin U\) and \(\tau(i)\in W\): the spins are \(\beta\beta\), with factor 0.

A pairing therefore contributes only if \(i\in U\) is equivalent to \(\tau(i)\in W\) for every \(i\), that is, if \(\tau(U)=W\). It then has \(k\) bonds of the first kind and \(n-k\) of the second, so its singlet product is

\[
\left(\tfrac1{\sqrt2}\right)^k\left(-\tfrac1{\sqrt2}\right)^{n-k}=2^{-n/2}(-1)^{n-k},
\]

the same for all contributing pairings.

Such a \(\tau\) restricts to bijections \(\mu:U\to W\) and \(\nu:U^c\to W^c\). Conversely, any two such bijections combine into one contributing \(\tau\). The bond weight splits accordingly:

\[
\prod_{i\in A}h(i,\tau(i))=\prod_{i\in U}h(i,\mu(i))\prod_{i\in U^c}h(i,\nu(i)).
\]

Summing over \(\mu\) and \(\nu\) independently gives

\[
\Psi(U,W)=2^{-n/2}(-1)^{n-k}\Big(\sum_\mu\prod_{i\in U}h(i,\mu(i))\Big)\Big(\sum_\nu\prod_{i\in U^c}h(i,\nu(i))\Big),
\]

which is the stated product of permanents.

## Selection rule, Néel amplitude and signs

If \(|U|\ne|W|\), no \(\mu\) exists and the coefficient is zero. For equal sublattices this says that only strings with total \(S^z=0\) occur.

For the Néel string, \(U=A\) and \(W=B\). Every pairing contributes with a positive singlet product, so the coefficient is \(2^{-n/2}\operatorname{perm}(h)\).

If every \(h(i,j)\) is real and nonnegative, so are both permanents. Multiplying the coefficient by \((-1)^{n-k}\), one factor of \(-1\) for each \(\beta\) spin in \(A\), cancels its sign:

\[
(-1)^{n-k}\Psi(U,W)=2^{-n/2}\operatorname{perm}(h|_{U,W})\operatorname{perm}(h|_{U^c,W^c})\ge0 .
\]

This is the Marshall sign pattern, obtained here from the nonnegative bond amplitudes of a given state; Marshall's theorem itself concerns ground states of bipartite Heisenberg antiferromagnets.

Finally, flipping both spins of a singlet changes the sign of its amplitude. With \(n\) bonds in every pairing, a global flip multiplies \(\Psi(\sigma)\) by \((-1)^n\).

## The Lean file

```lean
import Mathlib

open Finset
open scoped ComplexOrder

namespace ResonatingSinglets

noncomputable section

variable {A B : Type*} [Fintype A] [Fintype B] [DecidableEq A] [DecidableEq B]

/-- Amplitudes of the normalised two-spin singlet `(αβ - βα)/√2`; `true` is `α`, `false` is `β`. -/
def singlet : Bool → Bool → ℂ
  | true, false => ((Real.sqrt 2 : ℝ) : ℂ)⁻¹
  | false, true => -((Real.sqrt 2 : ℝ) : ℂ)⁻¹
  | true, true => 0
  | false, false => 0

/-- The product of singlets oriented from each site `i` of `A` to its partner `τ i` in `B`,
as an amplitude on spin strings. -/
def singletProduct (τ : A ≃ B) (σ : A ⊕ B → Bool) : ℂ :=
  ∏ i, singlet (σ (Sum.inl i)) (σ (Sum.inr (τ i)))

/-- The resonating state: the sum over all bijections `τ` of the singlet product of `τ`,
weighted by the product of the bond amplitudes `h i (τ i)`. -/
def resonatingState (h : A → B → ℂ) (σ : A ⊕ B → Bool) : ℂ :=
  ∑ τ : A ≃ B, (∏ i, h i (τ i)) * singletProduct τ σ

/-- The spin string with `α` exactly on `U` within `A` and `β` exactly on `W` within `B`. -/
def spinString (U : Finset A) (W : Finset B) : A ⊕ B → Bool :=
  Sum.elim (fun i => decide (i ∈ U)) (fun j => decide (j ∉ W))

/-- The permanent of an array whose rows and columns carry different labels:
the sum over bijections from rows to columns of the products of entries. -/
def bijPermanent {X Y : Type*} [Fintype X] [Fintype Y] [DecidableEq X] [DecidableEq Y]
    (h : X → Y → ℂ) : ℂ :=
  ∑ τ : X ≃ Y, ∏ i, h i (τ i)

/-- Once the columns are matched to the rows by a bijection `e`, the permanent over bijections
is the usual permanent of a square matrix. -/
theorem bijPermanent_eq_permanent {X Y : Type*} [Fintype X] [Fintype Y] [DecidableEq X]
    [DecidableEq Y] (e : X ≃ Y) (h : X → Y → ℂ) :
    bijPermanent h = Matrix.permanent (Matrix.of fun i j : X => h i (e j)) := by
  let E : Equiv.Perm X ≃ (X ≃ Y) :=
    { toFun := fun σ => σ.symm.trans e
      invFun := fun τ => (τ.trans e.symm).symm
      left_inv := fun σ => by ext x; simp
      right_inv := fun τ => by ext x; simp }
  unfold bijPermanent Matrix.permanent
  symm
  refine Fintype.sum_equiv E _ _ fun σ => ?_
  -- relabel the rows by the permutation
  refine Eq.trans ?_ (Equiv.prod_comp σ (fun i => h i (e (σ.symm i))))
  refine Finset.prod_congr rfl fun i _ => ?_
  simp

omit [Fintype B] in
/-- If `τ` maps `U` onto `W`, its singlet product has amplitude `2^(-n/2) (-1)^(n-k)` on the
string of `U` and `W`, where `n` is the number of sites in `A` and `k` the number in `U`. -/
theorem singletProduct_of_compatible (τ : A ≃ B) (U : Finset A) (W : Finset B)
    (hτ : ∀ i, i ∈ U ↔ τ i ∈ W) :
    singletProduct τ (spinString U W) =
      ((Real.sqrt 2 : ℝ) : ℂ)⁻¹ ^ Fintype.card A * (-1) ^ (Fintype.card A - U.card) := by
  have hS : ∀ i, singlet (spinString U W (Sum.inl i)) (spinString U W (Sum.inr (τ i))) =
      ((Real.sqrt 2 : ℝ) : ℂ)⁻¹ * (if i ∈ U then 1 else -1) := by
    intro i
    by_cases hi : i ∈ U
    · have hw := (hτ i).1 hi
      simp [spinString, singlet, hi, hw]
    · have hw : τ i ∉ W := fun h => hi ((hτ i).2 h)
      simp [spinString, singlet, hi, hw]
  have hF : univ.filter (fun i => i ∉ U) = Uᶜ := by ext; simp
  unfold singletProduct
  rw [Finset.prod_congr rfl (fun i _ => hS i), Finset.prod_mul_distrib, Finset.prod_const,
    Finset.card_univ, Finset.prod_ite, Finset.prod_const_one, one_mul, Finset.prod_const, hF,
    Finset.card_compl]

omit [Fintype B] in
/-- If `τ` does not map `U` onto `W`, its singlet product has no component on the string
of `U` and `W`. -/
theorem singletProduct_of_not_compatible (τ : A ≃ B) (U : Finset A) (W : Finset B)
    (hτ : ¬ ∀ i, i ∈ U ↔ τ i ∈ W) : singletProduct τ (spinString U W) = 0 := by
  obtain ⟨i, hi⟩ := not_forall.1 hτ
  -- the bond at `i` joins two parallel spins
  refine Finset.prod_eq_zero (Finset.mem_univ i) ?_
  by_cases h1 : i ∈ U <;> by_cases h2 : τ i ∈ W <;> simp_all [spinString, singlet]

/-- The bijection from `A` to `B` assembled from one between `U` and `W` and one between
their complements. -/
def glue {U : Finset A} {W : Finset B} (e : {i // i ∈ U} ≃ {j // j ∈ W})
    (f : {i // i ∉ U} ≃ {j // j ∉ W}) : A ≃ B :=
  (Equiv.sumCompl (fun i => i ∈ U)).symm.trans
    ((Equiv.sumCongr e f).trans (Equiv.sumCompl (fun j => j ∈ W)))

omit [Fintype A] [Fintype B] in
/-- The assembled bijection restricts to the two given ones. -/
theorem glue_apply {U : Finset A} {W : Finset B} (e : {i // i ∈ U} ≃ {j // j ∈ W})
    (f : {i // i ∉ U} ≃ {j // j ∉ W}) :
    (∀ i : {i // i ∈ U}, glue e f i = e i) ∧ (∀ i : {i // i ∉ U}, glue e f i = f i) := by
  constructor
  · intro i
    have hi : (Equiv.sumCompl (fun i => i ∈ U)).symm (i : A) = Sum.inl i := by
      rw [Equiv.symm_apply_eq]; rfl
    simp only [glue, Equiv.trans_apply, hi]
    rfl
  · intro i
    have hi : (Equiv.sumCompl (fun i => i ∈ U)).symm (i : A) = Sum.inr i := by
      rw [Equiv.symm_apply_eq]; rfl
    simp only [glue, Equiv.trans_apply, hi]
    rfl

/-- The coefficient of the string with `α` on `U` in `A` and `β` on `W` in `B` is
`2^(-n/2) (-1)^(n-k)` times the permanent of `h` on `U, W` times that on the complements,
where `n` is the number of sites in `A` and `k` the number in `U`. -/
theorem resonatingState_spinString (h : A → B → ℂ) (U : Finset A) (W : Finset B) :
    resonatingState h (spinString U W) =
      ((Real.sqrt 2 : ℝ) : ℂ)⁻¹ ^ Fintype.card A * (-1) ^ (Fintype.card A - U.card) *
        (bijPermanent (fun (i : {i // i ∈ U}) (j : {j // j ∈ W}) => h i j) *
          bijPermanent (fun (i : {i // i ∉ U}) (j : {j // j ∉ W}) => h i j)) := by
  symm
  unfold bijPermanent resonatingState
  rw [Finset.sum_mul_sum, ← Finset.sum_product', Finset.univ_product_univ, Finset.mul_sum]
  -- pairs of partial bijections are exactly the contributing coverings
  refine Fintype.sum_of_injective (fun x => glue x.1 x.2) ?_ _ _ ?_ ?_
  · rintro ⟨e, f⟩ ⟨e', f'⟩ hef
    refine Prod.ext (Equiv.ext fun i => Subtype.ext ?_) (Equiv.ext fun i => Subtype.ext ?_)
    · exact ((glue_apply e f).1 i).symm.trans
        ((DFunLike.congr_fun hef (i : A)).trans ((glue_apply e' f').1 i))
    · exact ((glue_apply e f).2 i).symm.trans
        ((DFunLike.congr_fun hef (i : A)).trans ((glue_apply e' f').2 i))
  · intro τ hr
    rw [singletProduct_of_not_compatible τ U W, mul_zero]
    intro hτ
    refine hr ⟨(τ.subtypeEquiv hτ, τ.subtypeEquiv fun i => not_congr (hτ i)), ?_⟩
    refine Equiv.ext fun i => ?_
    by_cases hi : i ∈ U
    · exact (glue_apply _ _).1 ⟨i, hi⟩
    · exact (glue_apply _ _).2 ⟨i, hi⟩
  · rintro ⟨e, f⟩
    have hc : ∀ i, i ∈ U ↔ glue e f i ∈ W := by
      intro i
      by_cases hi : i ∈ U
      · have hg := (glue_apply e f).1 ⟨i, hi⟩
        exact iff_of_true hi (hg ▸ (e ⟨i, hi⟩).2)
      · have hg := (glue_apply e f).2 ⟨i, hi⟩
        exact iff_of_false hi (hg ▸ (f ⟨i, hi⟩).2)
    -- the weight factorises over `U` and its complement
    have hp : ∏ i, h i (glue e f i) =
        (∏ i : {i // i ∈ U}, h i (e i)) * ∏ i : {i // i ∉ U}, h i (f i) := by
      simp only [← (glue_apply e f).1, ← (glue_apply e f).2]
      convert (Fintype.prod_subtype_mul_prod_subtype (fun i => i ∈ U)
        (fun i => h i (glue e f i))).symm
    simp only [singletProduct_of_compatible _ U W hc, hp]
    ring

/-- Strings with different numbers of `α` spins in `A` and `β` spins in `B` are absent. -/
theorem resonatingState_eq_zero (h : A → B → ℂ) (U : Finset A) (W : Finset B)
    (hUW : U.card ≠ W.card) : resonatingState h (spinString U W) = 0 := by
  have hE : IsEmpty ({i // i ∈ U} ≃ {j // j ∈ W}) :=
    ⟨fun e => hUW (by simpa using Fintype.card_congr e)⟩
  have hz : bijPermanent (fun (i : {i // i ∈ U}) (j : {j // j ∈ W}) => h i j) = 0 :=
    Fintype.sum_empty _
  rw [resonatingState_spinString, hz, zero_mul, mul_zero]

/-- The Néel string, `α` on all of `A` and `β` on all of `B`, has coefficient `2^(-n/2)` times
the permanent of `h`, where `n` is the number of sites in `A`. -/
theorem resonatingState_neel (h : A → B → ℂ) :
    resonatingState h (spinString univ univ) =
      ((Real.sqrt 2 : ℝ) : ℂ)⁻¹ ^ Fintype.card A * bijPermanent h := by
  unfold resonatingState bijPermanent
  rw [Finset.mul_sum]
  refine Finset.sum_congr rfl fun τ _ => ?_
  rw [singletProduct_of_compatible τ univ univ (fun i => by simp), Finset.card_univ,
    Nat.sub_self, pow_zero, mul_one, mul_comm]

/-- Marshall sign rule: if all bond amplitudes are real and nonnegative, every coefficient
becomes real and nonnegative after multiplication by `-1` for each `β` spin in `A`. -/
theorem marshall_sign (h : A → B → ℂ) (hh : ∀ i j, 0 ≤ h i j) (U : Finset A) (W : Finset B) :
    0 ≤ (-1) ^ (Fintype.card A - U.card) * resonatingState h (spinString U W) := by
  have hc : (0 : ℂ) ≤ ((Real.sqrt 2 : ℝ) : ℂ)⁻¹ := by
    rw [← Complex.ofReal_inv]
    exact Complex.zero_le_real.2 (by positivity)
  have hs : ((-1 : ℂ) ^ (Fintype.card A - U.card)) * (-1) ^ (Fintype.card A - U.card) = 1 := by
    rw [← mul_pow]; simp
  rw [resonatingState_spinString, mul_comm (_ ^ Fintype.card A), mul_assoc, ← mul_assoc, hs,
    one_mul]
  refine mul_nonneg (pow_nonneg hc _) (mul_nonneg ?_ ?_)
  · exact Finset.sum_nonneg fun τ _ => Finset.prod_nonneg fun i _ => hh _ _
  · exact Finset.sum_nonneg fun τ _ => Finset.prod_nonneg fun i _ => hh _ _

/-- Flipping every spin multiplies the amplitude by `(-1)^n`, where `n` is the number of sites
in `A`. -/
theorem resonatingState_flip (h : A → B → ℂ) (σ : A ⊕ B → Bool) :
    resonatingState h (fun x => !σ x) = (-1) ^ Fintype.card A * resonatingState h σ := by
  have hs : ∀ s t, singlet (!s) (!t) = -1 * singlet s t := by
    intro s t
    cases s <;> cases t <;> simp [singlet]
  unfold resonatingState singletProduct
  rw [Finset.mul_sum]
  refine Finset.sum_congr rfl fun τ _ => ?_
  simp only [hs]
  rw [Finset.prod_mul_distrib, Finset.prod_const, Finset.card_univ]
  ring

end

end ResonatingSinglets
```

```lean
#print axioms ResonatingSinglets.resonatingState_spinString
#print axioms ResonatingSinglets.resonatingState_eq_zero
#print axioms ResonatingSinglets.marshall_sign
#print axioms ResonatingSinglets.resonatingState_flip
```

```
'ResonatingSinglets.resonatingState_spinString' depends on axioms: [propext, Classical.choice, Quot.sound]
'ResonatingSinglets.resonatingState_eq_zero' depends on axioms: [propext, Classical.choice, Quot.sound]
'ResonatingSinglets.marshall_sign' depends on axioms: [propext, Classical.choice, Quot.sound]
'ResonatingSinglets.resonatingState_flip' depends on axioms: [propext, Classical.choice, Quot.sound]
```

## Gluing bijections in the proof

`bijPermanent` allows rows and columns with different labels, as the sublattices require. `bijPermanent_eq_permanent` connects it with Mathlib's matrix permanent once a bijection \(e\) matches columns to rows. A permutation \(\pi\) of the rows corresponds to the bijection \(e\circ\pi^{-1}\), and relabelling the product by \(\pi\) makes the two summands equal.

The four bond cases are shared between two lemmas. `singletProduct_of_compatible` writes each factor as \(1/\sqrt2\) times \(+1\) on \(U\) and \(-1\) off it, then counts the negative factors. `singletProduct_of_not_compatible` picks a site where the equivalence fails; its bond joins parallel spins, and one zero factor makes the product vanish.

`glue` combines \(\mu\) and \(\nu\), called `e` and `f` in the file, by splitting \(A\) into \(U\) and its complement, applying the two maps and reassembling \(B\). `glue_apply` confirms that the result restricts to the given maps.

The main proof starts from the right-hand side. It expands the product of two permanents into a sum over pairs \((\mu,\nu)\) and compares this with the sum over all \(\tau\) through `Fintype.sum_of_injective`. Three facts are needed:

1. Different pairs give different glued bijections, since the pair is recovered by restriction.
2. A pairing that is not glued from a pair contributes zero. If it were compatible with \(U\) and \(W\), its restrictions, built with `subtypeEquiv`, would glue back to it.
3. For a glued pairing the summands agree. The singlet product is the common constant, and `hp` is the factorisation of the bond weight.

`resonatingState_eq_zero` then follows because the first permanent is an empty sum. `resonatingState_neel` returns to the definition and evaluates every singlet product with the compatible case. In `marshall_sign`, the two equal signs multiply to 1, leaving products and sums of nonnegative terms; the order on `ℂ` is the one in which `0 ≤ z` means that `z` is real and nonnegative. `resonatingState_flip` checks the sign change of one singlet on all four spin pairs and collects one factor of \(-1\) per site of \(A\).
